# Power-law strong-field wing of the nearest-perturber microfield

Quasistatic Stark broadening calculations use the probability distribution of the electric field at the emitter. A distribution tabulated on a finite grid of field strengths can be continued beyond the last grid point by a power law if its strong-field wing follows one. This takes an exponent and a prefactor, and an error estimate says how far to trust the result. The problems below derive all three for a model in which only the nearest perturber contributes and its field falls off as a power of the distance. The error estimate holds for that model only; it is not a bound for a distribution that includes the fields of many perturbers.

## Distance, field and units

The perturbers are imagined as independent point particles of uniform number density $n$. Lengths are measured in units of $(4\pi n/3)^{-1/3}$, so the mean number of perturbers within distance $r$ is $r^3$. The distance to the nearest one then has density

$$\rho(r)=3r^2e^{-r^3},\qquad r>0.$$

This density is the starting assumption; it is not derived here from a many-particle distribution. Correlations, screening, perturber motion and the vector sum of the other perturbers' fields are left out.

```lean
import Mathlib

open MeasureTheory Set Filter Topology

namespace NearestPerturberMicrofield

noncomputable section

/-- Probability density of the distance `r > 0` to the nearest perturber, in units where
the mean number of perturbers within distance `r` is `r ^ 3`. -/
def nearestDensity (r : ℝ) : ℝ := 3 * r ^ 2 * Real.exp (-r ^ 3)
```

The distance law $\mu$ is the measure on the real line with density $\rho$ on `Ioi 0`, the interval $(0,\infty)$.

```lean
/-- The law of the nearest-perturber distance, carried by `r > 0`. -/
def nearestLaw : Measure ℝ :=
  (volume.restrict (Ioi 0)).withDensity fun r => ENNReal.ofReal (nearestDensity r)
```

The field strength is $\beta=r^{-p}$, in units of the field at $r=1$; a Coulomb field has $p=2$. Its law $\nu_p$ is the push-forward of $\mu$: the probability that $\beta$ lies in a set is the probability of the distances that produce such a field.

```lean
/-- The law of the microfield `β = r ^ (-p)` produced by the nearest perturber. -/
def fieldLaw (p : ℝ) : Measure ℝ := nearestLaw.map fun r => r ^ (-p)
```

The last definition is a candidate for the density of $\beta$, written $W_p(b)$. Part (j) finds it by hand, and part (k) shows that it is the density of $\nu_p$.

```lean
/-- The candidate microfield density `W(b)`, for field strength `b > 0` and `p > 0`. -/
def fieldDensity (p b : ℝ) : ℝ :=
  3 / p * b ^ (-(1 + 3 / p)) * Real.exp (-b ^ (-(3 / p)))
```

## From the distance to the wing

### (a) Sign of the distance density

Show that $\rho(r)\ge 0$ for every real $r$.

Both $r^2$ and $e^{-r^3}$ are nonnegative. Hence `ENNReal.ofReal`, which turns a real number into a measure value and sends negative numbers to zero, loses nothing here.

```lean
lemma nearestDensity_nonneg (r : ℝ) : 0 ≤ nearestDensity r := by
  unfold nearestDensity
  positivity
```

### (b) An antiderivative

Show that

$$\frac{d}{dr}\left(-e^{-r^3}\right)=\rho(r).$$

By the chain rule the derivative is $-e^{-r^3}\cdot(-3r^2)=3r^2e^{-r^3}$. The exponential is the probability that a sphere of radius $r\ge 0$ contains no perturber, hence "void" in the lemma's name.

```lean
lemma hasDerivAt_void (r : ℝ) :
    HasDerivAt (fun x : ℝ => -Real.exp (-x ^ 3)) (nearestDensity r) r := by
  refine ((hasDerivAt_pow 3 r).fun_neg.exp).fun_neg.congr_deriv ?_
  simp only [nearestDensity, Nat.cast_ofNat, Nat.reduceSub]
  ring
```

### (c) Probability as an integral

Show that, for measurable $A$,

$$\mu(A)=\int_{A\cap(0,\infty)}\rho(r)\,dr.$$

This is the definition of $\mu$ evaluated on $A$: the restriction to $r>0$ intersects the domain of integration with $(0,\infty)$.

```lean
lemma nearestLaw_apply {A : Set ℝ} (hA : MeasurableSet A) :
    nearestLaw A = ∫⁻ r in A ∩ Ioi 0, ENNReal.ofReal (nearestDensity r) := by
  rw [nearestLaw, withDensity_apply _ hA, Measure.restrict_restrict hA]
```

### (d) Measurability of the field

Show that $r\mapsto r^{-p}$ is measurable, so that

$$\nu_p(B)=\mu(\{r: r^{-p}\in B\})$$

for measurable $B$.

The map is continuous on $r>0$, which carries all the probability. Lean's real power is defined on the whole line and is also continuous on $r<0$; the single point $r=0$ does not affect measurability.

```lean
lemma measurable_field (p : ℝ) : Measurable fun r : ℝ => r ^ (-p) := by
  fun_prop
```

### (e) Undoing a power

For $x>0$ and $uv=1$, show that $(x^u)^v=x$.

Exponents multiply for a positive base, so $(x^u)^v=x^{uv}=x^1=x$. With $u=-1/p$ and $v=-p$, this says that $r=b^{-1/p}$ is the distance at which the field equals $b$.

```lean
lemma rpow_cancel {x u v : ℝ} (hx : 0 < x) (h : u * v = 1) : (x ^ u) ^ v = x := by
  rw [← Real.rpow_mul hx.le, h, Real.rpow_one]
```

### (f) Volume at a given field

For $b>0$ and $p\neq0$, show that

$$\left(b^{-1/p}\right)^3=b^{-3/p}.$$

Multiply the exponents again. The result is the mean number of perturbers close enough to produce a field above $b$ when $p>0$.

```lean
lemma radius_cubed {b : ℝ} (p : ℝ) (hb : 0 < b) :
    (b ^ (-(1 / p))) ^ 3 = b ^ (-(3 / p)) := by
  rw [← Real.rpow_natCast, ← Real.rpow_mul hb.le]
  congr 1
  push_cast
  ring
```

### (g) Total probability of the distance

Show that $\mu(\mathbb R)=1$.

By (b) and (c),

$$\int_0^\infty\rho(r)\,dr=\left[-e^{-r^3}\right]_0^\infty=0-(-1)=1.$$

In Lean, `hlim` is the limit at infinity. Together with the nonnegativity from (a) it gives integrability, `hint`, and then the value of the integral.

```lean
/-- The nearest-perturber distance law has total probability one. -/
theorem nearestLaw_univ : nearestLaw univ = 1 := by
  have hlim : Tendsto (fun r : ℝ => -Real.exp (-r ^ 3)) atTop (𝓝 0) := by
    have h := (Real.tendsto_exp_neg_atTop_nhds_zero.comp
      (tendsto_pow_atTop (α := ℝ) (by norm_num : (3 : ℕ) ≠ 0))).neg
    simpa [Function.comp_def] using h
  have hint : IntegrableOn nearestDensity (Ioi 0) :=
    integrableOn_Ioi_deriv_of_nonneg' (fun x _ => hasDerivAt_void x)
      (fun x _ => nearestDensity_nonneg x) hlim
  rw [nearestLaw_apply MeasurableSet.univ, univ_inter,
    ← ofReal_integral_eq_lintegral_ofReal hint (Eventually.of_forall nearestDensity_nonneg),
    integral_Ioi_of_hasDerivAt_of_nonneg' (fun x _ => hasDerivAt_void x)
      (fun x _ => nearestDensity_nonneg x) hlim]
  norm_num
```

### (h) A perturber within a given radius

For $R\ge0$, show that

$$\mu((-\infty,R))=1-e^{-R^3}.$$

Only $0<r<R$ contributes, so the probability is

$$\left[-e^{-r^3}\right]_0^R=1-e^{-R^3}.$$

The proof identifies this interval in `hs` and applies the fundamental theorem of calculus with the antiderivative from (b).

```lean
/-- The nearest perturber lies closer than `R ≥ 0` with probability `1 - exp (-R ^ 3)`. -/
theorem nearestLaw_within {R : ℝ} (hR : 0 ≤ R) :
    nearestLaw (Iio R) = ENNReal.ofReal (1 - Real.exp (-R ^ 3)) := by
  have hc : Continuous nearestDensity := by
    unfold nearestDensity
    fun_prop
  have hs : Iio R ∩ Ioi 0 = Ioo 0 R := by
    ext x
    simp [and_comm]
  have h0 : Real.exp (-(0 : ℝ) ^ 3) = 1 := by norm_num
  rw [nearestLaw_apply measurableSet_Iio, hs, Measure.restrict_congr_set Ioo_ae_eq_Ioc,
    ← ofReal_integral_eq_lintegral_ofReal hc.integrableOn_Ioc
      (Eventually.of_forall nearestDensity_nonneg),
    ← intervalIntegral.integral_of_le hR,
    intervalIntegral.integral_eq_sub_of_hasDerivAt (fun x _ => hasDerivAt_void x)
      (hc.intervalIntegrable _ _), h0]
  congr 1
  ring
```

### (i) Probability of a strong field

For $p>0$ and $b>0$, show that

$$\nu_p((b,\infty))=1-e^{-b^{-3/p}}.$$

A negative power is decreasing on $r>0$, so $r^{-p}>b$ holds exactly when $r<b^{-1/p}$. Put $R=b^{-1/p}$ in (h) and use (f) for $R^3$. The equality of events is `hs`; its key step compares the two distances through their negative powers.

```lean
/-- For `p > 0` the microfield exceeds `b > 0` with probability
`1 - exp (-b ^ (-3 / p))`. -/
theorem fieldLaw_tail {p b : ℝ} (hp : 0 < p) (hb : 0 < b) :
    fieldLaw p (Ioi b) = ENNReal.ofReal (1 - Real.exp (-b ^ (-(3 / p)))) := by
  have hc : 0 < b ^ (-(1 / p)) := Real.rpow_pos_of_pos hb _
  have he : (b ^ (-(1 / p))) ^ (-p) = b := rpow_cancel hb (by field_simp)
  -- a strong field means a close perturber
  have hs : (fun r : ℝ => r ^ (-p)) ⁻¹' Ioi b ∩ Ioi 0 = Iio (b ^ (-(1 / p))) ∩ Ioi 0 := by
    ext r
    simp only [mem_inter_iff, mem_preimage, mem_Ioi, mem_Iio]
    refine and_congr_left fun hr => ?_
    have h := Real.rpow_lt_rpow_iff_of_neg hc hr (neg_lt_zero.mpr hp)
    rwa [he] at h
  rw [fieldLaw, Measure.map_apply (measurable_field p) measurableSet_Ioi,
    nearestLaw_apply (measurable_field p measurableSet_Ioi), hs,
    ← nearestLaw_apply measurableSet_Iio, nearestLaw_within hc.le, radius_cubed p hb]
```

### (j) The Jacobian

For $p>0$, $b>0$ and $r(b)=b^{-1/p}$, show that

$$\left|\frac{dr}{db}\right|\rho(r(b))=\frac3p\,b^{-(1+3/p)}e^{-b^{-3/p}}=W_p(b).$$

Since $dr/db=-\frac1p b^{-1/p-1}$, the left side is

$$\frac1p\,b^{-1/p-1}\cdot3b^{-2/p}e^{-b^{-3/p}},$$

and the powers of $b$ combine to $b^{-1-3/p}$. That combination is `hsq`.

```lean
/-- Conservation of probability, `W(b) = |dr/db| * nearestDensity r` at `r = b ^ (-1 / p)`, for
`p > 0` and `b > 0`. -/
theorem jacobian {p b : ℝ} (hp : 0 < p) (hb : 0 < b) :
    |-(1 / p) * b ^ (-(1 / p) - 1)| * nearestDensity (b ^ (-(1 / p))) = fieldDensity p b := by
  have hsq : b ^ (-(1 / p) - 1) * (b ^ (-(1 / p))) ^ 2 = b ^ (-(1 + 3 / p)) := by
    rw [← Real.rpow_natCast, ← Real.rpow_mul hb.le, ← Real.rpow_add hb]
    congr 1
    push_cast
    ring
  rw [abs_mul, abs_neg, abs_of_pos (one_div_pos.mpr hp),
    abs_of_pos (Real.rpow_pos_of_pos hb _), nearestDensity, fieldDensity, radius_cubed p hb]
  linear_combination (3 / p * Real.exp (-b ^ (-(3 / p)))) * hsq
```

### (k) The density of the field

For $p>0$ and every measurable $B$, show that

$$\nu_p(B)=\int_{B\cap(0,\infty)}W_p(b)\,db.$$

The positive distances whose field lies in $B$ are the image of $B\cap(0,\infty)$ under $b\mapsto b^{-1/p}$. This map is injective and differentiable there, so a change of variables from $r$ to $b$ produces the integrand of (j).

The facts `himg`, `hinj` and `hder` supply the image, the injectivity and the derivative. The theorem states the result as an equality of measures, so it covers every measurable set of field strengths at once.

```lean
/-- For `p > 0` the microfield law has density `W` on `b > 0`. -/
theorem fieldLaw_eq_withDensity {p : ℝ} (hp : 0 < p) :
    fieldLaw p =
      (volume.restrict (Ioi 0)).withDensity fun b => ENNReal.ofReal (fieldDensity p b) := by
  ext B hB
  have hS : MeasurableSet (B ∩ Ioi 0) := hB.inter measurableSet_Ioi
  have hinv : ∀ b : ℝ, 0 < b → (b ^ (-(1 / p))) ^ (-p) = b :=
    fun b hb => rpow_cancel hb (by field_simp)
  have himg : (fun r : ℝ => r ^ (-p)) ⁻¹' B ∩ Ioi 0 =
      (fun b : ℝ => b ^ (-(1 / p))) '' (B ∩ Ioi 0) := by
    ext r
    constructor
    · rintro ⟨h1, h2⟩
      exact ⟨r ^ (-p), ⟨h1, Real.rpow_pos_of_pos h2 _⟩, rpow_cancel h2 (by field_simp)⟩
    · rintro ⟨b, ⟨h1, h2⟩, rfl⟩
      refine ⟨?_, Real.rpow_pos_of_pos h2 _⟩
      change (b ^ (-(1 / p))) ^ (-p) ∈ B
      rwa [hinv b h2]
  have hinj : InjOn (fun b : ℝ => b ^ (-(1 / p))) (B ∩ Ioi 0) := by
    intro x hx y hy hxy
    change x ^ (-(1 / p)) = y ^ (-(1 / p)) at hxy
    rw [← hinv x hx.2, hxy, hinv y hy.2]
  have hder : ∀ b ∈ B ∩ Ioi 0, HasDerivWithinAt (fun b : ℝ => b ^ (-(1 / p)))
      (-(1 / p) * b ^ (-(1 / p) - 1)) (B ∩ Ioi 0) b := fun b hb =>
    (Real.hasDerivAt_rpow_const (Or.inl (ne_of_gt hb.2))).hasDerivWithinAt
  -- change variables from distance to field strength
  rw [fieldLaw, Measure.map_apply (measurable_field p) hB,
    nearestLaw_apply (measurable_field p hB), withDensity_apply _ hB,
    Measure.restrict_restrict hB, himg,
    lintegral_image_eq_lintegral_abs_deriv_mul hS hder hinj]
  refine setLIntegral_congr_fun hS fun b hb => ?_

  rw [← ENNReal.ofReal_mul (abs_nonneg _), jacobian hp hb.2]
```

### (l) Normalisation of the field density

For $p>0$, show that

$$\int_0^\infty W_p(b)\,db=1.$$

Take $B=\mathbb R$ in (k). Every distance produces some value of the field, so $\nu_p(\mathbb R)=\mu(\mathbb R)=1$ by (g). No new integral is needed.

```lean
/-- For `p > 0` the microfield density `W` integrates to one over `b > 0`. -/
theorem fieldDensity_normalized {p : ℝ} (hp : 0 < p) :
    ∫⁻ b in Ioi 0, ENNReal.ofReal (fieldDensity p b) = 1 := by
  have h : fieldLaw p univ = 1 := by
    rw [fieldLaw, Measure.map_apply (measurable_field p) MeasurableSet.univ, preimage_univ,
      nearestLaw_univ]
  rwa [fieldLaw_eq_withDensity hp, withDensity_apply _ MeasurableSet.univ,
    Measure.restrict_univ] at h
```

### (m) Removing the power law

For $b>0$ and $p\neq0$, show that

$$b^{1+3/p}W_p(b)=\frac3p\,e^{-b^{-3/p}}.$$

The factor $b^{1+3/p}$ cancels the power $b^{-(1+3/p)}$ in $W_p$ and leaves the exponential.

```lean
lemma wing_identity {b : ℝ} (p : ℝ) (hb : 0 < b) :
    b ^ (1 + 3 / p) * fieldDensity p b = 3 / p * Real.exp (-b ^ (-(3 / p))) := by
  have e : b ^ (1 + 3 / p) * b ^ (-(1 + 3 / p)) = 1 := by
    rw [← Real.rpow_add hb, add_neg_cancel, Real.rpow_zero]
  rw [fieldDensity]
  linear_combination (3 / p * Real.exp (-b ^ (-(3 / p)))) * e
```

### (n) Error bounds for the tail

For $p>0$ and $b>0$, show that

$$\frac3p\left(1-b^{-3/p}\right)\le b^{1+3/p}W_p(b)<\frac3p.$$

Put $x=b^{-3/p}>0$. Then $1-x\le e^{-x}<1$; multiply by $3/p$ and use (m). The lower bound is informative for $b>1$, where it is positive.

```lean
/-- For `p > 0` and every `b > 0`, the scaled density `b ^ (1 + 3 / p) W(b)` lies below
`3 / p`, by at most the fraction `b ^ (-3 / p)`. -/
theorem wing_bounds {p b : ℝ} (hp : 0 < p) (hb : 0 < b) :
    3 / p * (1 - b ^ (-(3 / p))) ≤ b ^ (1 + 3 / p) * fieldDensity p b ∧
      b ^ (1 + 3 / p) * fieldDensity p b < 3 / p := by
  have h3 : 0 < 3 / p := by positivity
  have hx : 0 < b ^ (-(3 / p)) := Real.rpow_pos_of_pos hb _
  rw [wing_identity p hb]
  constructor
  · exact mul_le_mul_of_nonneg_left
      (by linarith [Real.add_one_le_exp (-b ^ (-(3 / p)))]) h3.le
  · exact mul_lt_of_lt_one_right h3 (Real.exp_lt_one_iff.mpr (neg_lt_zero.mpr hx))
```

### (o) The wing limit

For $p>0$, show that

$$\lim_{b\to\infty}b^{1+3/p}W_p(b)=\frac3p.$$

As $b\to\infty$, $b^{-3/p}\to0$, so both bounds in (n) tend to $3/p$ and squeeze the middle term. In Lean, `h1` is the limit of the lower bound, and the inequalities are needed only for $b>0$.

```lean
/-- For `p > 0`, `b ^ (1 + 3 / p) W(b)` tends to `3 / p` in the strong-field wing. -/
theorem wing_limit {p : ℝ} (hp : 0 < p) :
    Tendsto (fun b : ℝ => b ^ (1 + 3 / p) * fieldDensity p b) atTop (𝓝 (3 / p)) := by
  have h0 : Tendsto (fun b : ℝ => b ^ (-(3 / p))) atTop (𝓝 0) :=
    tendsto_rpow_neg_atTop (by positivity)
  have h1 : Tendsto (fun b : ℝ => 3 / p * (1 - b ^ (-(3 / p)))) atTop (𝓝 (3 / p)) := by
    simpa using (h0.const_sub 1).const_mul (3 / p)
  refine tendsto_of_tendsto_of_tendsto_of_le_of_le' h1 tendsto_const_nhds ?_ ?_
  · filter_upwards [eventually_gt_atTop 0] with b hb using (wing_bounds hp hb).1
  · filter_upwards [eventually_gt_atTop 0] with b hb using (wing_bounds hp hb).2.le
```

### (p) The Coulomb field

For $p=2$, show that the field exceeds $b>0$ with probability $1-e^{-b^{-3/2}}$, that its law has the normalised density

$$W_2(b)=\frac32\,b^{-5/2}e^{-b^{-3/2}},\qquad b>0,$$

and that $b^{5/2}W_2(b)\to\frac32$ as $b\to\infty$.

Set $p=2$ in (i), (k), (l) and (o), with $1+\frac32=\frac52$. The four clauses of the theorem are these four results in that order, and `hW` matches the written-out density with `fieldDensity 2 b`.

By (n), replacing $W_2(b)$ by $\frac32b^{-5/2}$ overestimates it by at most a fraction $b^{-3/2}$ of the replacement, which is $0.1\%$ at $b=100$. This is the error within the model; it does not include the error made by leaving out the other perturbers. The theorem concerns the field, not a line profile: in the quasistatic picture, a component whose shift is proportional to $\beta$ takes over the exponent $5/2$ in its wing, within this nearest-perturber model.

```lean
/-- Coulomb field `β = r ^ (-2)`: the tail probability, the density of the microfield, its
normalization, and the wing `b ^ (5 / 2) W(b) → 3 / 2`. -/
theorem linear_stark_wing :
    (∀ b : ℝ, 0 < b →
      fieldLaw 2 (Ioi b) = ENNReal.ofReal (1 - Real.exp (-b ^ (-(3 / 2 : ℝ))))) ∧
    fieldLaw 2 = (volume.restrict (Ioi 0)).withDensity (fun b => ENNReal.ofReal
      (3 / 2 * b ^ (-(5 / 2 : ℝ)) * Real.exp (-b ^ (-(3 / 2 : ℝ))))) ∧
    ∫⁻ b in Ioi (0 : ℝ), ENNReal.ofReal
      (3 / 2 * b ^ (-(5 / 2 : ℝ)) * Real.exp (-b ^ (-(3 / 2 : ℝ)))) = 1 ∧
    Tendsto (fun b : ℝ => b ^ (5 / 2 : ℝ) *
      (3 / 2 * b ^ (-(5 / 2 : ℝ)) * Real.exp (-b ^ (-(3 / 2 : ℝ))))) atTop (𝓝 (3 / 2)) := by
  have h5 : (1 : ℝ) + 3 / 2 = 5 / 2 := by norm_num
  have hW : ∀ b : ℝ, 3 / 2 * b ^ (-(5 / 2 : ℝ)) * Real.exp (-b ^ (-(3 / 2 : ℝ))) =
      fieldDensity 2 b := by
    intro b
    rw [fieldDensity, h5]
  have hlim := wing_limit (p := 2) two_pos
  rw [h5] at hlim
  simp only [hW]
  exact ⟨fun b hb => fieldLaw_tail two_pos hb, fieldLaw_eq_withDensity two_pos,
    fieldDensity_normalized two_pos, hlim⟩

end

end NearestPerturberMicrofield
```

```lean
#print axioms NearestPerturberMicrofield.nearestLaw_univ
#print axioms NearestPerturberMicrofield.linear_stark_wing
```

```
'NearestPerturberMicrofield.nearestLaw_univ' depends on axioms: [propext, Classical.choice, Quot.sound]
'NearestPerturberMicrofield.linear_stark_wing' depends on axioms: [propext, Classical.choice, Quot.sound]
```
